# For errors additive over features, reference errors fix the target error exactly when a rational reference scheme exists

Suppose I model the error of a cheap electronic-structure method as a sum over bonds, with one unknown error for each bond type. I know the total errors for methane and ethane. For propane I can take twice the ethane error minus the methane error, and the unknown bond errors drop out. For propene I have found no such combination. Have I just not looked hard enough? And if no linear combination works, could some cleverer function of the two known errors still give me the propene error?

## Two known errors cannot fix the propene error

The choice that settles your question is the one you made first: a species is represented only by how often each feature occurs in it, and every occurrence of a feature contributes the same error. Within this model the answer to both questions is no. Methane and ethane contain no double bond, so the error of the C=C bond can take any value without changing either reference error. No function of those two errors, linear or not, can recover it.

The same dichotomy holds for any finite set of references and features. Either a rational combination of the references reproduces the feature counts of the target, or some set of feature errors is invisible on all references and visible on the target. For electronic structure, this decides whether given reference molecules can correct the energy of a target, provided that the method's error is exactly additive over a finite list of features.

## From feature counts to errors

Let $i$ label the references and $k$ the features. Reference $i$ contains feature $k$ $A_{ik}$ times, the target contains it $t_k$ times, and all these counts are integers. If $e_k$ is the real error per occurrence of feature $k$, a species with counts $v_k$ has the error
$$E_e(v)=\sum_k v_k e_k .$$
A reference scheme is a set of rational coefficients $c_i$ with
$$\sum_i c_iA_{ik}=t_k\qquad\text{for every }k.$$

**With a scheme.** Insert the balance condition and exchange the two finite sums:
$$E_e(t)=\sum_k\sum_i c_iA_{ik}e_k=\sum_i c_i\sum_k A_{ik}e_k=\sum_i c_iE_e(A_i).$$
Here $A_i$ is the count vector of reference $i$. The coefficients don't depend on $e$, so the feature errors need not be known.

**Without a scheme.** Let $S$ be the set of all rational combinations of the vectors $A_i$. The target $t$ is not in $S$. Take a basis of $S$, add $t$, which is linearly independent of it, and complete the result to a basis of the space of rational count vectors. Let $f(v)$ be the coordinate of $v$ along $t$ in this basis. Then $f$ is linear, vanishes on every $A_i$ and is nonzero on $t$. If $g_k$ is the value of $f$ on the vector with a single 1 at feature $k$, then $f(v)=\sum_k v_kg_k$. Setting $d_k=g_k/f(t)$ gives
$$E_d(A_i)=\frac{f(A_i)}{f(t)}=0\quad\text{for every }i,\qquad E_d(t)=\frac{f(t)}{f(t)}=1 .$$
I call $d$ a hidden error. For propene, one such $d$ is an error of 1 for C=C and 0 for C–C and C–H.

**Not both.** If a scheme and a hidden error existed together, the first formula would give $1=\sum_i c_i\cdot0=0$.

**Any function of the reference errors.** If a scheme exists, two error models that agree on all references agree on the target. If none exists, the hidden error and the model with no error at all agree on every reference but give the target errors 1 and 0. More generally, start from any feature errors $e$ and any desired target error $\delta$, and put
$$e'_k=e_k+\bigl(\delta-E_e(t)\bigr)d_k .$$
The reference errors are unchanged, and the target error becomes $E_e(t)+(\delta-E_e(t))=\delta$.

**Whole molecules.** Given a scheme, let $N$ be the product of the denominators of the $c_i$. Then the numbers $n_i=Nc_i$ are integers and
$$\sum_i n_iA_{ik}=N t_k\qquad\text{for every }k.$$
Conversely, integers $n_i$ and a positive $N$ with this property give the scheme $c_i=n_i/N$. References with negative $n_i$ stand on the same side of the reaction as the target.

## Correcting propane, and then propene

Order the features as C–C, C=C, C–H. Methane is $(0,0,4)$, ethane $(1,0,6)$ and propane $(2,0,8)$, so
$$2(1,0,6)-(0,0,4)=(2,0,8).$$
This is the reaction propane + methane → 2 ethane. In a calculation, compute all three molecules with the cheap method, and the two references also with the accurate one. Write $\Delta=E_{\text{cheap}}-E_{\text{accurate}}$ for the error of each reference energy. The corrected propane energy is
$$E_{\text{cheap}}(\mathrm{C_3H_8})-2\,\Delta(\mathrm{C_2H_6})+\Delta(\mathrm{CH_4}).$$
No accurate calculation on propane is needed.

Propene is $(1,1,6)$, and its double bond calls for another reference. Ethene, $(0,1,4)$, supplies it:
$$(1,0,6)+(0,1,4)-(0,0,4)=(1,1,6).$$
The correction to subtract is then $\Delta(\mathrm{C_2H_6})+\Delta(\mathrm{C_2H_4})-\Delta(\mathrm{CH_4})$. For these hydrocarbons, balancing the bonds also balances the atoms. With a feature list for which that fails, it is prudent to add the numbers of atoms of each element, since the error of a total energy can also have a part that belongs to the atoms, such as the error in describing their core electrons. If the error really is additive over the original list, the correction works without balanced atoms.

## What the Lean statements say

The finite types `ι` and `κ` label references and features. The table `A : ι → κ → ℤ` holds the counts of the references and `t : κ → ℤ` those of the target. Negative counts are allowed, so the theorems apply to more than actual molecules. `modelError e v` is $E_e(v)$, and `IsReferenceScheme A t c` is the balance condition with rational `c`.

The main theorem, `reference_scheme_alternative`, writes "exactly one" as an "or" together with the negation of the corresponding "and". Its first case contains both the scheme and the transfer formula, with one `c` that serves all real feature errors `e`. Its second case is the hidden error. Neither list has to be nonempty: with no references at all, a scheme exists just when all target counts are zero.

`determined_iff_scheme` answers your question about cleverer functions, because it compares arbitrary pairs of error models and assumes no formula for the prediction. `target_error_arbitrary` gives the free choice of $\delta$, and `scheme_iff_balanced_reaction` passes to whole molecules. `propane_and_propene` treats your two targets, with the references in the order methane, ethane.

Additivity is built into the definition of `modelError` and is an assumption about the method. It stands for the physical idea that a bond is described equally badly wherever it occurs. Ring strain, conjugation or a change of conformation can break it unless the feature list records them. The existence of a scheme also says nothing about the size of its coefficients, and large ones can amplify whatever part of the error is not additive.

```lean
import Mathlib

open Finset

namespace ErrorCancellation

variable {ι κ : Type*} [Fintype ι] [Fintype κ]

/-- The error of a species with feature counts `v`, when each occurrence of feature `k`
contributes the error `e k`. -/
def modelError (e : κ → ℝ) (v : κ → ℤ) : ℝ := ∑ k, (v k : ℝ) * e k

/-- The rational coefficients `c` form a reference scheme for the target `t` if the
combination of the reference species `A i` reproduces every feature count of `t`. -/
def IsReferenceScheme (A : ι → κ → ℤ) (t : κ → ℤ) (c : ι → ℚ) : Prop :=
  ∀ k, ∑ i, c i * (A i k : ℚ) = (t k : ℚ)

/-- For a reference scheme, the target error is the same combination of the reference
errors, whatever the feature errors are. -/
theorem target_error_eq {A : ι → κ → ℤ} {t : κ → ℤ} {c : ι → ℚ}
    (h : IsReferenceScheme A t c) (e : κ → ℝ) :
    modelError e t = ∑ i, (c i : ℝ) * modelError e (A i) := by
  have hk : ∀ k, (t k : ℝ) = ∑ i, (c i : ℝ) * (A i k : ℝ) := by
    intro k
    have h1 := congrArg (fun q : ℚ => (q : ℝ)) (h k)
    push_cast at h1
    exact h1.symm
  simp only [modelError, hk, Finset.sum_mul, Finset.mul_sum]
  -- sum over species first, over features second
  rw [Finset.sum_comm]
  exact Finset.sum_congr rfl fun i _ => Finset.sum_congr rfl fun k _ => by ring

/-- If the target has no reference scheme, some feature errors cancel on every reference
species and yet give the target the error 1. -/
theorem exists_hidden_error {A : ι → κ → ℤ} {t : κ → ℤ}
    (h : ¬ ∃ c, IsReferenceScheme A t c) :
    ∃ e : κ → ℝ, (∀ i, modelError e (A i) = 0) ∧ modelError e t = 1 := by
  classical
  let S : Submodule ℚ (κ → ℚ) :=
    Submodule.span ℚ (Set.range fun i => fun k => (A i k : ℚ))
  -- the target lies outside the span of the references
  have ht : (fun k => (t k : ℚ)) ∉ S := by
    intro hmem
    obtain ⟨c, hc⟩ := (Submodule.mem_span_range_iff_exists_fun ℚ).1 hmem
    refine h ⟨c, fun k => ?_⟩
    have h1 := congrFun hc k
    simpa only [Finset.sum_apply, Pi.smul_apply, smul_eq_mul] using h1
  -- a functional on the quotient separates the target from the references
  obtain ⟨f, hfA, hft⟩ : ∃ f : (κ → ℚ) →ₗ[ℚ] ℚ,
      (∀ i, f (fun k => (A i k : ℚ)) = 0) ∧ f (fun k => (t k : ℚ)) ≠ 0 := by
    have hne : S.mkQ (fun k => (t k : ℚ)) ≠ 0 :=
      fun h0 => ht ((Submodule.Quotient.mk_eq_zero S).1 h0)
    obtain ⟨φ, hφ⟩ : ∃ φ : Module.Dual ℚ ((κ → ℚ) ⧸ S),
        φ (S.mkQ (fun k => (t k : ℚ))) ≠ 0 := by
      by_contra hno
      exact hne ((Module.forall_dual_apply_eq_zero_iff ℚ _).1
        fun φ => by_contra fun hφ => hno ⟨φ, hφ⟩)
    refine ⟨φ.comp S.mkQ, fun i => ?_, hφ⟩
    have h0 : S.mkQ (fun k => (A i k : ℚ)) = 0 :=
      (Submodule.Quotient.mk_eq_zero S).2 (Submodule.subset_span ⟨i, rfl⟩)
    rw [LinearMap.comp_apply, h0, map_zero]
  obtain ⟨g, hg⟩ : ∃ g : κ → ℚ, ∀ v : κ → ℚ, f v = ∑ k, v k * g k :=
    ⟨fun k => f (fun j => if k = j then 1 else 0), fun v => by
      simpa only [smul_eq_mul] using f.pi_apply_eq_sum_univ v⟩
  -- its components, normalised on the target, are the feature errors
  have key : ∀ (q : ℚ) (v : κ → ℤ), modelError (fun k => ((g k / q : ℚ) : ℝ)) v
      = ((f (fun k => (v k : ℚ)) / q : ℚ) : ℝ) := by
    intro q v
    rw [hg, Finset.sum_div]
    unfold modelError
    push_cast
    exact Finset.sum_congr rfl fun k _ => by ring
  refine ⟨fun k => ((g k / f (fun k => (t k : ℚ)) : ℚ) : ℝ), fun i => ?_, ?_⟩
  · rw [key, hfA i, zero_div, Rat.cast_zero]
  · rw [key, div_self hft, Rat.cast_one]

/-- Exactly one holds: a rational reference scheme exists and transfers the reference errors
to the target for all feature errors, or some feature errors vanish on every reference
species and give the target the error 1. -/
theorem reference_scheme_alternative (A : ι → κ → ℤ) (t : κ → ℤ) :
    ((∃ c, IsReferenceScheme A t c ∧
        ∀ e : κ → ℝ, modelError e t = ∑ i, (c i : ℝ) * modelError e (A i)) ∨
      (∃ e : κ → ℝ, (∀ i, modelError e (A i) = 0) ∧ modelError e t = 1)) ∧
    ¬ ((∃ c, IsReferenceScheme A t c ∧
        ∀ e : κ → ℝ, modelError e t = ∑ i, (c i : ℝ) * modelError e (A i)) ∧
      (∃ e : κ → ℝ, (∀ i, modelError e (A i) = 0) ∧ modelError e t = 1)) := by
  constructor
  · by_cases h : ∃ c, IsReferenceScheme A t c
    · obtain ⟨c, hc⟩ := h
      exact Or.inl ⟨c, hc, target_error_eq hc⟩
    · exact Or.inr (exists_hidden_error h)
  · rintro ⟨⟨c, _, hc⟩, e, he, h1⟩
    have h2 := hc e
    simp only [he, h1, mul_zero, Finset.sum_const_zero] at h2
    exact one_ne_zero h2

/-- The reference errors determine the target error, for feature-additive errors, if and
only if a rational reference scheme exists. -/
theorem determined_iff_scheme (A : ι → κ → ℤ) (t : κ → ℤ) :
    (∀ e e' : κ → ℝ, (∀ i, modelError e (A i) = modelError e' (A i)) →
      modelError e t = modelError e' t) ↔ ∃ c, IsReferenceScheme A t c := by
  constructor
  · intro hdet
    by_contra h
    obtain ⟨e, he, h1⟩ := exists_hidden_error h
    -- compare the hidden error with the error-free model
    have h2 := hdet e (fun _ => 0) (fun i => by rw [he i]; simp [modelError])
    rw [h1] at h2
    simp [modelError] at h2
  · rintro ⟨c, hc⟩ e e' he
    rw [target_error_eq hc e, target_error_eq hc e']
    exact Finset.sum_congr rfl fun i _ => by rw [he i]

/-- Without a reference scheme, any feature errors can be changed so that all reference
errors stay the same while the target error takes any prescribed value `δ`. -/
theorem target_error_arbitrary {A : ι → κ → ℤ} {t : κ → ℤ}
    (h : ¬ ∃ c, IsReferenceScheme A t c) (e : κ → ℝ) (δ : ℝ) :
    ∃ e' : κ → ℝ, (∀ i, modelError e' (A i) = modelError e (A i)) ∧
      modelError e' t = δ := by
  obtain ⟨d, hd, h1⟩ := exists_hidden_error h
  have hadd : ∀ (s : ℝ) (v : κ → ℤ),
      modelError (fun k => e k + s * d k) v = modelError e v + s * modelError d v := by
    intro s v
    unfold modelError
    rw [Finset.mul_sum, ← Finset.sum_add_distrib]
    exact Finset.sum_congr rfl fun k _ => by ring
  refine ⟨fun k => e k + (δ - modelError e t) * d k, fun i => ?_, ?_⟩
  · rw [hadd, hd i, mul_zero, add_zero]
  · rw [hadd, h1]
    ring

omit [Fintype κ] in
/-- A rational reference scheme exists if and only if some positive number `N` of target
species is balanced, feature by feature, by integer multiples of the references. -/
theorem scheme_iff_balanced_reaction (A : ι → κ → ℤ) (t : κ → ℤ) :
    (∃ c, IsReferenceScheme A t c) ↔
      ∃ N : ℕ, 0 < N ∧ ∃ n : ι → ℤ, ∀ k, ∑ i, n i * A i k = (N : ℤ) * t k := by
  constructor
  · rintro ⟨c, hc⟩
    -- a common denominator of the coefficients
    obtain ⟨N, hN, hd⟩ : ∃ N : ℕ, 0 < N ∧ ∀ i, (c i).den ∣ N :=
      ⟨∏ i, (c i).den, Finset.prod_pos fun i _ => Nat.pos_of_ne_zero (c i).den_nz,
        fun i => Finset.dvd_prod_of_mem (fun i => (c i).den) (Finset.mem_univ i)⟩
    have hex : ∀ i, ∃ m : ℤ, (m : ℚ) = (N : ℚ) * c i := by
      intro i
      obtain ⟨m, hm⟩ := hd i
      refine ⟨(c i).num * m, ?_⟩
      have h1 := Rat.mul_den_eq_num (c i)
      rw [hm]
      push_cast
      linear_combination -(m : ℚ) * h1
    choose n hn using hex
    refine ⟨N, hN, n, fun k => ?_⟩
    have h2 : ((∑ i, n i * A i k : ℤ) : ℚ) = (((N : ℤ) * t k : ℤ) : ℚ) := by
      push_cast
      rw [← hc k, Finset.mul_sum]
      exact Finset.sum_congr rfl fun i _ => by rw [hn i]; ring
    exact_mod_cast h2
  · rintro ⟨N, hN, n, h⟩
    have hN' : (N : ℚ) ≠ 0 := Nat.cast_ne_zero.2 hN.ne'
    refine ⟨fun i => (n i : ℚ) / N, fun k => ?_⟩
    have h1 : ∑ i, (n i : ℚ) * (A i k : ℚ) = (N : ℚ) * (t k : ℚ) := by
      exact_mod_cast h k
    calc ∑ i, (n i : ℚ) / N * (A i k : ℚ)
        = (∑ i, (n i : ℚ) * (A i k : ℚ)) / N := by
          rw [Finset.sum_div]
          exact Finset.sum_congr rfl fun i _ => by ring
      _ = (t k : ℚ) := by rw [h1, mul_div_cancel_left₀ _ hN']

/-- With the numbers of C–C, C=C and C–H bonds as features, twice ethane minus methane is a
reference scheme for propane, while propene has no scheme from methane and ethane. -/
theorem propane_and_propene :
    IsReferenceScheme ![![0, 0, 4], ![1, 0, 6]] ![2, 0, 8] ![-1, 2] ∧
    ¬ ∃ c, IsReferenceScheme ![![0, 0, 4], ![1, 0, 6]] ![1, 1, 6] c := by
  constructor
  · intro k
    fin_cases k <;> norm_num [Fin.sum_univ_two]
  · rintro ⟨c, hc⟩
    -- neither reference contains a double bond
    have h1 := hc 1
    simp [Fin.sum_univ_two] at h1

end ErrorCancellation
```

```lean
#print axioms ErrorCancellation.reference_scheme_alternative
#print axioms ErrorCancellation.target_error_arbitrary
#print axioms ErrorCancellation.scheme_iff_balanced_reaction
#print axioms ErrorCancellation.propane_and_propene
```

```
'ErrorCancellation.reference_scheme_alternative' depends on axioms: [propext, Classical.choice, Quot.sound]
'ErrorCancellation.target_error_arbitrary' depends on axioms: [propext, Classical.choice, Quot.sound]
'ErrorCancellation.scheme_iff_balanced_reaction' depends on axioms: [propext, Classical.choice, Quot.sound]
'ErrorCancellation.propane_and_propene' depends on axioms: [propext, Classical.choice, Quot.sound]
```

## The argument in Lean

`target_error_eq` is the exchange of sums. The balance condition is an equation between rationals, so it is first carried over to the reals with `congrArg` and `push_cast`. After the definitions are expanded, `Finset.sum_comm` swaps the sums and `ring` matches the terms.

`exists_hidden_error` builds $d$. The submodule `S` is the rational span, and `ht` shows that the target lies outside it, since membership would supply the coefficients of a scheme. Where the derivation above completes a basis, Lean works in the quotient by `S`. There the target is a nonzero vector, and a nonzero vector is detected by some linear functional `φ`. Composing `φ` with the quotient map gives `f`, which vanishes on the references because they become zero in the quotient. The components `g` come from applying `f` to unit vectors. The step `key` computes the error of a species for the feature errors $g_k/q$, and the choice $q=f(t)$ yields the values 0 and 1.

`reference_scheme_alternative` splits on whether a scheme exists and uses one of these two lemmas in each case. For the exclusion, it puts the hidden error into the transfer formula and reaches $1=0$.

In `determined_iff_scheme`, the forward direction compares a hidden error with the zero model, and the reverse direction applies the transfer formula twice. In `target_error_arbitrary`, the auxiliary statement `hadd` says that the error is linear along the change $e+s\,d$, and $s=\delta-E_e(t)$ finishes the proof.

`scheme_iff_balanced_reaction` takes the product of the denominators as `N`, obtains the integers `n i` from divisibility, and multiplies the balance condition by `N`. The way back divides by `N`.

For propane, `fin_cases` checks the three features one at a time. For propene, `hc 1` selects the C=C count, since Lean numbers the features from zero. There the references contribute 0 and the target requires 1.
